# Atomic Thomas–Fermi densities stationary under amplitude and length scaling obey T = 3Vee and Vne = −7Vee

## The energy of a spherical density

Thomas–Fermi theory describes the electrons of an atom with nuclear charge Z by their density ρ alone. For a spherical density, in atomic units, the energy is E = T + Vne + Vee with

T = c ∫ 4πr² ρ(r)^(5/3) dr

Vne = −Z ∫ 4πr² ρ(r)/r dr

Vee = ½ ∫ 4πr² ρ(r) φ(r) dr,  φ(r) = ∫ 4πs² ρ(s)/max(r,s) ds

All integrals run over r > 0 or s > 0. The question is how these three energies are related when no small change of the density's amplitude or length scale alters E to first order.

```lean
import Mathlib

open MeasureTheory Set
open scoped Real Topology

namespace ThomasFermiScaling

noncomputable section

/-- Radial kinetic energy density `4πr² ρ^(5/3)`, without the Thomas-Fermi constant. -/
def kineticDensity (ρ : ℝ → ℝ) (r : ℝ) : ℝ := 4 * π * r ^ 2 * ρ r ^ (5 / 3 : ℝ)
```

A density is a function `ρ : ℝ → ℝ`, and `ρ r` means ρ(r). This definition is the integrand of T without c.

```lean
/-- Radial density `4πr² ρ/r` of the attraction to a unit nuclear charge, without its minus sign,
for `r > 0`. -/
def attractionDensity (ρ : ℝ → ℝ) (r : ℝ) : ℝ := 4 * π * r ^ 2 * (ρ r / r)
```

This is the integrand of Vne without the factor −Z.

```lean
/-- Potential at radius `r` due to the charge in the shell at radius `s`, per unit thickness,
for `r, s > 0`. -/
def shellPotential (ρ : ℝ → ℝ) (r s : ℝ) : ℝ := 4 * π * s ^ 2 * (ρ s / max r s)
```

A thin shell of charge at radius s produces the potential 1/max(r,s) per unit charge at radius r. This spherical form of Coulomb's law enters as a definition.

```lean
/-- Hartree potential of the spherical density `ρ` at radius `r > 0`. -/
def hartreePotential (ρ : ℝ → ℝ) (r : ℝ) : ℝ := ∫ s in Ioi (0 : ℝ), shellPotential ρ r s
```

Integrating over the shells gives φ(r). `Ioi 0` is the half-line r > 0.

```lean
/-- Radial density of the Hartree repulsion energy, for `r > 0`. -/
def repulsionDensity (ρ : ℝ → ℝ) (r : ℝ) : ℝ :=
  1 / 2 * (4 * π * r ^ 2) * (ρ r * hartreePotential ρ r)
```

The factor ½ counts each pair of charge elements once.

```lean
/-- Thomas-Fermi kinetic energy `T = c ∫ ρ^(5/3)`. -/
def kinetic (c : ℝ) (ρ : ℝ → ℝ) : ℝ := c * ∫ r in Ioi (0 : ℝ), kineticDensity ρ r
```

The constant c is the coefficient of ρ^(5/3) in the kinetic energy density of a uniform electron gas, here applied locally. The theorems allow any real c.

```lean
/-- Electron-nucleus energy `Vne = -Z ∫ ρ/r`. -/
def attraction (Z : ℝ) (ρ : ℝ → ℝ) : ℝ := -Z * ∫ r in Ioi (0 : ℝ), attractionDensity ρ r
```

Z is likewise any real number.

```lean
/-- Hartree energy `Vee` of the electron cloud. -/
def repulsion (ρ : ℝ → ℝ) : ℝ := ∫ r in Ioi (0 : ℝ), repulsionDensity ρ r
```

This is the classical Hartree energy, without exchange.

```lean
/-- Total Thomas-Fermi energy `E = T + Vne + Vee`. -/
def energy (c Z : ℝ) (ρ : ℝ → ℝ) : ℝ := kinetic c ρ + attraction Z ρ + repulsion ρ
```

The total is the sum of the three terms.

```lean
/-- A radial density that is nonnegative and whose energy integrals all converge. -/
structure Admissible (ρ : ℝ → ℝ) : Prop where
  nonneg : ∀ r, 0 < r → 0 ≤ ρ r
  kin : IntegrableOn (kineticDensity ρ) (Ioi 0)
  att : IntegrableOn (attractionDensity ρ) (Ioi 0)
  pot : ∀ r, 0 < r → IntegrableOn (shellPotential ρ r) (Ioi 0)
  rep : IntegrableOn (repulsionDensity ρ) (Ioi 0)
```

`Admissible ρ` says that ρ ≥ 0 for r > 0 and that the integrals for T, Vne, φ and Vee converge. Convergence is stated separately because Lean gives a divergent integral the value 0. The electron number ∫ 4πr²ρ dr is neither fixed nor required to be finite.

```lean
/-- The density `t l³ ρ(l r)`: amplitude scaled by `t`, lengths contracted by `l`. -/
def scaled (t l : ℝ) (ρ : ℝ → ℝ) (r : ℝ) : ℝ := t * l ^ 3 * ρ (l * r)
```

The scaled density is tλ³ρ(λr). The code writes `l` for λ; it is not an angular momentum. The factor λ³ preserves the electron number, while t multiplies it.

```lean
/-- The energy is stationary at `ρ` under amplitude scaling and under length scaling. -/
def Stationary (c Z : ℝ) (ρ : ℝ → ℝ) : Prop :=
  HasDerivAt (fun t => energy c Z (scaled t 1 ρ)) 0 1 ∧
  HasDerivAt (fun l => energy c Z (scaled 1 l ρ)) 0 1
```

`HasDerivAt f 0 1` means that f has derivative 0 at the point 1. Stationarity therefore asks that the energy of the scaled density have zero derivative in t at t = 1, with λ = 1, and in λ at λ = 1, with t = 1.

## How each energy scales

```lean
/-- Change of the radial variable by a factor `l > 0`: it relates the two integrals and
carries convergence from one integrand to the other. -/
theorem radial_change {f g : ℝ → ℝ} {k l : ℝ} (hl : 0 < l)
    (h : ∀ r, 0 < r → g r = k * l * f (l * r)) :
    (∫ r in Ioi (0 : ℝ), g r) = k * ∫ r in Ioi (0 : ℝ), f r ∧
    (IntegrableOn f (Ioi 0) → IntegrableOn g (Ioi 0)) := by
  have e : EqOn g (fun r => k * l * f (l * r)) (Ioi 0) := fun r hr => h r hr
  constructor
  · calc (∫ r in Ioi (0 : ℝ), g r) = ∫ r in Ioi (0 : ℝ), k * l * f (l * r) :=
          setIntegral_congr_fun measurableSet_Ioi e
      _ = k * ∫ r in Ioi (0 : ℝ), f r := by
          rw [integral_const_mul, integral_comp_mul_left_Ioi f 0 hl, mul_zero, smul_eq_mul,
            mul_assoc, mul_inv_cancel_left₀ hl.ne']
  · intro hf
    have h1 : IntegrableOn (fun r => f (l * r)) (Ioi 0) :=
      (integrableOn_Ioi_comp_mul_left_iff f 0 hl).2 (by simpa using hf)
    have h2 : IntegrableOn (fun r => k * l * f (l * r)) (Ioi 0) :=
      Integrable.const_mul h1 (k * l)
    exact h2.congr_fun e.symm measurableSet_Ioi
```

Suppose g(r) = kλ f(λr). With u = λr,

∫ g(r) dr = kλ ∫ f(λr) dr = k ∫ f(u) du

The second part of the theorem says that g is integrable if f is. Everything below uses this substitution.

```lean
/-- For `l > 0` the Hartree potential of the scaled density at `r` is `t l` times the original
potential at `l r`, and its integral converges if the original one does. -/
theorem hartreePotential_scaled (ρ : ℝ → ℝ) (t r : ℝ) {l : ℝ} (hl : 0 < l) :
    hartreePotential (scaled t l ρ) r = t * l * hartreePotential ρ (l * r) ∧
    (IntegrableOn (shellPotential ρ (l * r)) (Ioi 0) →
      IntegrableOn (shellPotential (scaled t l ρ) r) (Ioi 0)) := by
  refine radial_change hl fun s hs => ?_
  have hm : max r s ≠ 0 := (lt_max_of_lt_right hs).ne'
  have hl' := hl.ne'
  simp only [shellPotential, scaled]
  rw [← mul_max_of_nonneg _ _ hl.le]
  generalize ρ (l * s) = x
  field_simp
```

Since max(r,s) = max(λr,λs)/λ, the scaled shell potential is

4πs² tλ³ρ(λs)/max(r,s) = tλ² · 4π(λs)² ρ(λs)/max(λr,λs)

This has the form required by `radial_change` with k = tλ, so the new potential at r is tλ φ(λr).

```lean
/-- For an admissible density and `t, l > 0` the scaled density is admissible, and `T`, `Vne`,
`Vee` are multiplied by `t^(5/3) l²`, `t l` and `t² l`. -/
theorem scaling (c Z : ℝ) {ρ : ℝ → ℝ} (h : Admissible ρ) {t l : ℝ} (ht : 0 < t) (hl : 0 < l) :
    Admissible (scaled t l ρ) ∧
    kinetic c (scaled t l ρ) = t ^ (5 / 3 : ℝ) * l ^ 2 * kinetic c ρ ∧
    attraction Z (scaled t l ρ) = t * l * attraction Z ρ ∧
    repulsion (scaled t l ρ) = t ^ 2 * l * repulsion ρ := by
  have hl5 : (l ^ 3) ^ (5 / 3 : ℝ) = l ^ 5 := by
    rw [← Real.rpow_natCast l 3, ← Real.rpow_mul hl.le, ← Real.rpow_natCast l 5]
    norm_num
  -- each energy density at `r` is a multiple of the old one at `l * r`
  have hT := radial_change (f := kineticDensity ρ) (g := kineticDensity (scaled t l ρ))
    (k := t ^ (5 / 3 : ℝ) * l ^ 2) hl fun r hr => by
      simp only [kineticDensity, scaled]
      rw [Real.mul_rpow (by positivity) (h.nonneg _ (mul_pos hl hr)),
        Real.mul_rpow ht.le (by positivity), hl5]
      ring
  have hV := radial_change (f := attractionDensity ρ) (g := attractionDensity (scaled t l ρ))
    (k := t * l) hl fun r hr => by
      have hr' := hr.ne'
      have hl' := hl.ne'
      simp only [attractionDensity, scaled]
      generalize ρ (l * r) = x
      field_simp
  have hU := radial_change (f := repulsionDensity ρ) (g := repulsionDensity (scaled t l ρ))
    (k := t ^ 2 * l) hl fun r _ => by
      simp only [repulsionDensity]
      rw [(hartreePotential_scaled ρ t r hl).1]
      simp only [scaled]
      ring
  refine ⟨⟨fun r hr => ?_, hT.2 h.kin, hV.2 h.att, fun r hr => ?_, hU.2 h.rep⟩, ?_, ?_, hU.1⟩
  · exact mul_nonneg (by positivity) (h.nonneg _ (mul_pos hl hr))
  · exact (hartreePotential_scaled ρ t r hl).2 (h.pot _ (mul_pos hl hr))
  · unfold kinetic
    rw [hT.1]
    ring
  · unfold attraction
    rw [hV.1]
    ring
```

The three energy densities follow in the same way:

4πr² [tλ³ρ(λr)]^(5/3) = t^(5/3)λ³ · 4π(λr)² ρ(λr)^(5/3)

4πr² tλ³ρ(λr)/r = tλ² · 4π(λr)² ρ(λr)/(λr)

½ · 4πr² · tλ³ρ(λr) · tλφ(λr) = t²λ² · ½ · 4π(λr)² ρ(λr) φ(λr)

Integration removes one factor λ from each. Hence T, Vne and Vee are multiplied by t^(5/3)λ², tλ and t²λ. In the code, `hT`, `hV` and `hU` are these three applications of `radial_change`. The condition ρ ≥ 0 lets the power 5/3 be split over the product. The theorem also states that the scaled density is again admissible.

## From two slopes to the ratios

```lean
/-- For an admissible density, the slopes of the energy under amplitude scaling at `t = 1` and under
length scaling at `l = 1` are `5T/3 + Vne + 2Vee` and `2T + Vne + Vee`. -/
theorem energy_slopes (c Z : ℝ) {ρ : ℝ → ℝ} (h : Admissible ρ) :
    HasDerivAt (fun t => energy c Z (scaled t 1 ρ))
      (5 / 3 * kinetic c ρ + attraction Z ρ + 2 * repulsion ρ) 1 ∧
    HasDerivAt (fun l => energy c Z (scaled 1 l ρ))
      (2 * kinetic c ρ + attraction Z ρ + repulsion ρ) 1 := by
  have dV := (hasDerivAt_id' (1 : ℝ)).mul_const (attraction Z ρ)
  constructor
  · have dT := (Real.hasDerivAt_rpow_const (x := 1) (p := 5 / 3)
      (Or.inl one_ne_zero)).mul_const (kinetic c ρ)
    have dU := (hasDerivAt_pow 2 (1 : ℝ)).mul_const (repulsion ρ)
    refine (((dT.fun_add dV).fun_add dU).congr_deriv (by norm_num)).congr_of_eventuallyEq ?_
    filter_upwards [Ioi_mem_nhds (zero_lt_one' ℝ)] with t ht
    obtain ⟨-, sT, sV, sU⟩ := scaling c Z h ht one_pos
    rw [energy, sT, sV, sU]
    ring
  · have dT := (hasDerivAt_pow 2 (1 : ℝ)).mul_const (kinetic c ρ)
    have dU := (hasDerivAt_id' (1 : ℝ)).mul_const (repulsion ρ)
    refine (((dT.fun_add dV).fun_add dU).congr_deriv (by norm_num)).congr_of_eventuallyEq ?_
    filter_upwards [Ioi_mem_nhds (zero_lt_one' ℝ)] with l hl
    obtain ⟨-, sT, sV, sU⟩ := scaling c Z h one_pos hl
    rw [energy, sT, sV, sU, Real.one_rpow]
    ring
```

By the scaling laws,

E(t, 1) = t^(5/3) T + t Vne + t² Vee

E(1, λ) = λ² T + λ Vne + λ Vee

and the derivatives at 1 are

5T/3 + Vne + 2Vee and 2T + Vne + Vee

The proof differentiates term by term. The scaling laws hold for positive t and λ, which is enough because a derivative at 1 depends only on values near 1; the `filter_upwards` steps express this.

```lean
/-- An admissible density is stationary under both scalings exactly when `T = 3 Vee`,
`Vne = -7 Vee` and `E = 3 Vne / 7`. -/
theorem stationary_iff (c Z : ℝ) {ρ : ℝ → ℝ} (h : Admissible ρ) :
    Stationary c Z ρ ↔ kinetic c ρ = 3 * repulsion ρ ∧ attraction Z ρ = -7 * repulsion ρ ∧
      energy c Z ρ = 3 / 7 * attraction Z ρ := by
  obtain ⟨d1, d2⟩ := energy_slopes c Z h
  constructor
  · rintro ⟨h1, h2⟩
    have e1 := h1.unique d1
    have e2 := h2.unique d2
    refine ⟨by linarith, by linarith, ?_⟩
    unfold energy
    linarith
  · rintro ⟨a, b, -⟩
    exact ⟨d1.congr_deriv (by linarith), d2.congr_deriv (by linarith)⟩
```

The sign `↔` means "exactly when". If both slopes vanish, subtracting the first from the second gives T/3 − Vee = 0, so T = 3Vee. Then

Vne = −2T − Vee = −7Vee

E = 3Vee − 7Vee + Vee = −3Vee = 3Vne/7

Conversely, the first two ratios give slopes (5 − 7 + 2)Vee = 0 and (6 − 7 + 1)Vee = 0. Lean uses the uniqueness of derivatives to set the slopes to zero, and `linarith` does the linear algebra. The relations are equations, not quotients, so they also hold for ρ = 0.

## Minimisers and rescaled trial densities

```lean
/-- A density of least energy among all admissible densities, with the electron number left
free, obeys `T = 3 Vee`, `Vne = -7 Vee` and `E = 3 Vne / 7`. -/
theorem minimizer_ratios (c Z : ℝ) {ρ : ℝ → ℝ} (h : Admissible ρ)
    (hmin : ∀ σ, Admissible σ → energy c Z ρ ≤ energy c Z σ) :
    kinetic c ρ = 3 * repulsion ρ ∧ attraction Z ρ = -7 * repulsion ρ ∧
      energy c Z ρ = 3 / 7 * attraction Z ρ := by
  obtain ⟨d1, d2⟩ := energy_slopes c Z h
  have h11 : scaled 1 1 ρ = ρ := by
    funext r
    simp [scaled]
  -- scaled densities are admissible competitors
  have m1 : ∀ᶠ t in 𝓝 (1 : ℝ), energy c Z (scaled 1 1 ρ) ≤ energy c Z (scaled t 1 ρ) := by
    filter_upwards [Ioi_mem_nhds (zero_lt_one' ℝ)] with t ht
    rw [h11]
    exact hmin _ (scaling c Z h ht one_pos).1
  have m2 : ∀ᶠ l in 𝓝 (1 : ℝ), energy c Z (scaled 1 1 ρ) ≤ energy c Z (scaled 1 l ρ) := by
    filter_upwards [Ioi_mem_nhds (zero_lt_one' ℝ)] with l hl
    rw [h11]
    exact hmin _ (scaling c Z h one_pos hl).1
  have z1 := IsLocalMin.hasDerivAt_eq_zero (f := fun t => energy c Z (scaled t 1 ρ)) m1 d1
  have z2 := IsLocalMin.hasDerivAt_eq_zero (f := fun l => energy c Z (scaled 1 l ρ)) m2 d2
  exact (stationary_iff c Z h).1 ⟨d1.congr_deriv z1, d2.congr_deriv z2⟩
```

The hypothesis `hmin` says that no admissible density σ has lower energy than ρ. Scaled densities are admissible, so both E(t, 1) and E(1, λ) have a local minimum at 1. Their derivatives vanish there, and the ratios follow.

The existence of such a minimiser is assumed. To apply the theorem to the neutral Thomas–Fermi atom, one must know from elsewhere that its density is one. For a positive ion with fixed electron number, amplitude scaling is not an allowed variation, and length scaling alone gives only the virial relation 2T + Vne + Vee = 0.

In electronic-structure work the ratios can check a computed neutral Thomas–Fermi atom, a model without exchange or gradient corrections.

```lean
/-- An admissible trial density with `T > 0`, `Vne < 0` and `Vee > 0` becomes stationary when
scaled with `t = -Vne / (7 Vee)` and `l = 3 Vee t^(1/3) / T`. -/
theorem stationary_scaled (c Z : ℝ) {ρ : ℝ → ℝ} (h : Admissible ρ) (hT : 0 < kinetic c ρ)
    (hV : attraction Z ρ < 0) (hU : 0 < repulsion ρ) {t l : ℝ}
    (ht : t = -attraction Z ρ / (7 * repulsion ρ))
    (hl : l = 3 * repulsion ρ * t ^ (1 / 3 : ℝ) / kinetic c ρ) :
    Stationary c Z (scaled t l ρ) := by
  have t0 : 0 < t := by
    rw [ht]
    exact div_pos (by linarith) (by linarith)
  have l0 : 0 < l := by
    rw [hl]
    positivity
  have hp : t ^ (5 / 3 : ℝ) * t ^ (1 / 3 : ℝ) = t ^ 2 := by
    rw [← Real.rpow_add t0, ← Real.rpow_natCast t 2]
    norm_num
  have e1 : l * kinetic c ρ = 3 * repulsion ρ * t ^ (1 / 3 : ℝ) := by
    rw [hl]
    exact div_mul_cancel₀ _ hT.ne'
  have e2 : t * (7 * repulsion ρ) = -attraction Z ρ := by
    rw [ht]
    exact div_mul_cancel₀ _ (by positivity)
  obtain ⟨h', sT, sV, sU⟩ := scaling c Z h t0 l0
  have a : kinetic c (scaled t l ρ) = 3 * repulsion (scaled t l ρ) := by
    rw [sT, sU]
    linear_combination t ^ (5 / 3 : ℝ) * l * e1 + 3 * l * repulsion ρ * hp
  have b : attraction Z (scaled t l ρ) = -7 * repulsion (scaled t l ρ) := by
    rw [sV, sU]
    linear_combination t * l * e2
  refine (stationary_iff c Z h').2 ⟨a, b, ?_⟩
  unfold energy
  linarith

end

end ThomasFermiScaling
```

Let T, Vne and Vee belong to an admissible trial density, with T > 0, Vne < 0 and Vee > 0. The scaled density must satisfy

tλVne = −7t²λVee, so t = −Vne/(7Vee)

t^(5/3)λ²T = 3t²λVee, so λ = 3Vee t^(1/3)/T

Both values are positive. In the proof, `e2` and `e1` are these two conditions cleared of denominators, `linear_combination` turns them into the ratios for the scaled density, and `stationary_iff` gives stationarity. This adjusts only amplitude and length scale; the shape of the trial density is unchanged and need not be that of a minimiser.

```lean
#print axioms ThomasFermiScaling.stationary_iff
-- 'ThomasFermiScaling.stationary_iff' depends on axioms: [propext, Classical.choice, Quot.sound]
#print axioms ThomasFermiScaling.minimizer_ratios
-- 'ThomasFermiScaling.minimizer_ratios' depends on axioms: [propext, Classical.choice, Quot.sound]
#print axioms ThomasFermiScaling.stationary_scaled
-- 'ThomasFermiScaling.stationary_scaled' depends on axioms: [propext, Classical.choice, Quot.sound]
```
